# The slope of a smooth, finite-range pair function at contact sets the $q^{-4}$ tail of $1-S(q)$

I take the pair distribution function $g(r)$ of a homogeneous fluid to be exactly one beyond some finite radius $R>0$, and to be the restriction to $r\ge 0$ of a four times continuously differentiable function on the real line. A non-zero slope $g'(0)$ is then a cusp in three-dimensional space, where $r$ is the distance between two particles. I know the claim that such a cusp makes $1-S(q)$ fall off as $q^{-4}$ at large wave number $q$, where $S$ is the static structure factor. Can this be proved with its coefficient, and can the proof be checked in Lean?

## Four integrations by parts leave the slope at the origin

Yes, and the proof also bounds the error at every $q>0$. Write $f=g-1$, which vanishes for $r\ge R$. Integrating the plane wave over the cosine $t$ of the angle between position and wave vector gives

$$\int_{-1}^{1}\cos(qrt)\,dt=\frac{2\sin(qr)}{qr},$$

so the three-dimensional Fourier transform of $f$ is

$$F(q)=2\pi\int_0^R r^2f(r)\,\frac{2\sin(qr)}{qr}\,dr=\frac{4\pi}{q}\int_0^R h(r)\sin(qr)\,dr,\qquad h(r)=r f(r).$$

Since $h$ is zero to the right of $R$ and its derivatives up to the fourth are continuous, they all vanish at $R$. Two integrations by parts give

$$\int_0^R h\sin(qr)\,dr=\frac{h(0)}{q}+\frac1q\int_0^R h'\cos(qr)\,dr=\frac{h(0)}{q}-\frac{1}{q^2}\int_0^R h''\sin(qr)\,dr.$$

Applying the same identity to $h''$ and multiplying by $q^4$,

$$q^4\int_0^R h\sin(qr)\,dr=q^3h(0)-q\,h''(0)+\int_0^R h^{(4)}\sin(qr)\,dr.$$

Here $h(0)=0$, and $h''=2f'+rf''$ gives $h''(0)=2f'(0)$. Therefore

$$q^4F(q)=-8\pi f'(0)+\frac{4\pi}{q}\int_0^R h^{(4)}(r)\sin(qr)\,dr.$$

Because $|\sin|\le1$, the last term is at most $(4\pi/q)\int_0^R|h^{(4)}|\,dr$ in absolute value, and this bound tends to zero as $q\to\infty$. With $S=1+nF$ at density $n$, and $f'(0)=g'(0)$,

$$q^4\bigl(1-S(q)\bigr)=-n\,q^4F(q)\to 8\pi n\,g'(0).$$

## The pair function and its transform in Lean

`radialFourier f R q` is $F(q)$, with no factor of $(2\pi)^{-3}$, and `structureFactor n g R q` is $S(q)$. The hypothesis `ContDiff ℝ 4` expresses the smoothness, and `hv` the finite range. Values of $f$ at negative $r$ never enter the integral; the extension only makes `deriv f 0` an ordinary derivative, equal to the slope from the right.

`tail_error_bound` states the error bound, `cusp_tail` the limit of $q^4F(q)$, and `structureFactor_tail` the limit for $1-S$. `faster_decay_iff_no_cusp` says that $q^4F(q)\to0$ exactly when $f'(0)=0$.

The relation between $S$ and $g$ is taken as a definition, not derived from density fluctuations. The slope $g'(0)$ is an input: no Coulomb interaction or Schrödinger equation appears. For the uniform electron gas, the result links short-range correlation to the large-$q$ structure factor within a finite-range model, whereas the true $g$ approaches one only asymptotically.

```lean
import Mathlib

open Filter Topology Real

namespace CuspStructureFactorTail

noncomputable section

/-- The three-dimensional Fourier transform, at wave number `q ≠ 0`, of a radial function `f`
of range `R`: `(4π/q) ∫₀ᴿ r f(r) sin(qr) dr`. -/
def radialFourier (f : ℝ → ℝ) (R q : ℝ) : ℝ :=
  4 * π / q * ∫ r in (0 : ℝ)..R, r * f r * sin (q * r)

/-- The static structure factor at `q ≠ 0` of a homogeneous fluid of density `n` whose pair
distribution function `g` equals one beyond `R`. -/
def structureFactor (n : ℝ) (g : ℝ → ℝ) (R q : ℝ) : ℝ :=
  1 + n * radialFourier (fun r => g r - 1) R q

/-- For `q ≠ 0` the radial transform is the integral of `f` over spherical shells, with the
plane wave integrated over the cosine `t` of the angle between position and wave vector. -/
theorem radialFourier_eq_angular (f : ℝ → ℝ) (R : ℝ) {q : ℝ} (hq : q ≠ 0) :
    radialFourier f R q =
      2 * π * ∫ r in (0 : ℝ)..R, r ^ 2 * f r * ∫ t in (-1 : ℝ)..1, cos (q * r * t) := by
  unfold radialFourier
  rw [← intervalIntegral.integral_const_mul, ← intervalIntegral.integral_const_mul]
  apply intervalIntegral.integral_congr
  intro r _
  beta_reduce
  rcases eq_or_ne r 0 with h0 | h0
  · simp [h0]
  · -- the angular integral is twice the spherical Bessel function of order zero, at `q * r`
    have ha : ∫ t in (-1 : ℝ)..1, cos (q * r * t) = 2 * sin (q * r) / (q * r) := by
      have e : q * r * (-1) = -(q * r) := by ring
      rw [intervalIntegral.integral_comp_mul_left Real.cos (mul_ne_zero hq h0), integral_cos,
        e, mul_one, Real.sin_neg, smul_eq_mul]
      ring
    rw [ha]
    field_simp
    ring

/-- A four times continuously differentiable function that vanishes for `r ≥ R` has vanishing
derivatives up to fourth order there, the point `R` included. -/
theorem iteratedDeriv_vanish {h : ℝ → ℝ} {R : ℝ} (hh : ContDiff ℝ 4 h)
    (hv : ∀ r, R ≤ r → h r = 0) (k : ℕ) (hk : k ≤ 4) :
    ∀ r, R ≤ r → iteratedDeriv k h r = 0 := by
  induction k with
  | zero => intro r hr; rw [iteratedDeriv_zero]; exact hv r hr
  | succ k ih =>
    intro r hr
    have hlt : k < 4 := by omega
    have hd : HasDerivAt (iteratedDeriv k h) (iteratedDeriv (k + 1) h r) r := by
      rw [iteratedDeriv_succ]
      exact (hh.differentiable_iteratedDeriv k (by exact_mod_cast hlt) r).hasDerivAt
    -- compare with the zero function on the half-line to the right of `r`
    have hz : HasDerivWithinAt (iteratedDeriv k h) 0 (Set.Ici r) r :=
      (hasDerivWithinAt_const r (Set.Ici r) (0 : ℝ)).congr
        (fun x hx => ih (by omega) x (le_trans hr hx)) (ih (by omega) r hr)
    exact (uniqueDiffOn_Ici r r (Set.mem_Ici.mpr le_rfl)).eq_deriv _ hd.hasDerivWithinAt hz

/-- Four integrations by parts of a sine integral, for a four times continuously differentiable `h`
that vanishes for `r ≥ R`: what remains is boundary terms at the origin and the sine integral of the
fourth derivative. -/
theorem sine_integral_by_parts {h : ℝ → ℝ} {R : ℝ} (hh : ContDiff ℝ 4 h)
    (hv : ∀ r, R ≤ r → h r = 0) (q : ℝ) :
    q ^ 4 * ∫ r in (0 : ℝ)..R, h r * sin (q * r) =
      q ^ 3 * h 0 - q * iteratedDeriv 2 h 0
        + ∫ r in (0 : ℝ)..R, iteratedDeriv 4 h r * sin (q * r) := by
  have hd : ∀ k : ℕ, k < 4 → ∀ r,
      HasDerivAt (iteratedDeriv k h) (iteratedDeriv (k + 1) h r) r := by
    intro k hk r
    rw [iteratedDeriv_succ]
    exact (hh.differentiable_iteratedDeriv k (by exact_mod_cast hk) r).hasDerivAt
  have hc4 : Continuous (iteratedDeriv 4 h) :=
    hh.continuous_iteratedDeriv 4 (by norm_num)
  have hc0 : Continuous h := hh.continuous
  -- an explicit antiderivative collects all four steps
  have hP : ∀ r, HasDerivAt (fun r => -q ^ 3 * (h r * cos (q * r))
      + q ^ 2 * (iteratedDeriv 1 h r * sin (q * r))
      + q * (iteratedDeriv 2 h r * cos (q * r)) - iteratedDeriv 3 h r * sin (q * r))
      (q ^ 4 * (h r * sin (q * r)) - iteratedDeriv 4 h r * sin (q * r)) r := by
    intro r
    have hl : HasDerivAt (fun x : ℝ => q * x) q r := by
      simpa using (hasDerivAt_id r).const_mul q
    have d0 : HasDerivAt h (iteratedDeriv 1 h r) r := by
      have := hd 0 (by norm_num) r
      rwa [iteratedDeriv_zero] at this
    have d1 : HasDerivAt (iteratedDeriv 1 h) (iteratedDeriv 2 h r) r := hd 1 (by norm_num) r
    have d2 : HasDerivAt (iteratedDeriv 2 h) (iteratedDeriv 3 h r) r := hd 2 (by norm_num) r
    have d3 : HasDerivAt (iteratedDeriv 3 h) (iteratedDeriv 4 h r) r := hd 3 (by norm_num) r
    refine (((((d0.fun_mul hl.cos).const_mul (-q ^ 3)).fun_add
      ((d1.fun_mul hl.sin).const_mul (q ^ 2))).fun_add
      ((d2.fun_mul hl.cos).const_mul q)).fun_sub (d3.fun_mul hl.sin)).congr_deriv ?_
    ring
  have i1 : IntervalIntegrable (fun r => q ^ 4 * (h r * sin (q * r)))
      MeasureTheory.volume 0 R := Continuous.intervalIntegrable (by fun_prop) _ _
  have i2 : IntervalIntegrable (fun r => iteratedDeriv 4 h r * sin (q * r))
      MeasureTheory.volume 0 R := Continuous.intervalIntegrable (by fun_prop) _ _
  have hF := intervalIntegral.integral_eq_sub_of_hasDerivAt (fun r _ => hP r) (i1.sub i2)
  rw [intervalIntegral.integral_sub i1 i2, intervalIntegral.integral_const_mul] at hF
  -- every boundary term at `R` vanishes
  simp only [hv R le_rfl, iteratedDeriv_vanish hh hv 1 (by norm_num) R le_rfl,
    iteratedDeriv_vanish hh hv 2 (by norm_num) R le_rfl,
    iteratedDeriv_vanish hh hv 3 (by norm_num) R le_rfl,
    mul_zero, zero_mul, Real.sin_zero, Real.cos_zero] at hF
  linear_combination hF

/-- The second derivative of `r f(r)` at the origin is twice the slope of `f` there, for `f`
four times continuously differentiable. -/
theorem second_deriv_origin {f : ℝ → ℝ} (hf : ContDiff ℝ 4 f) :
    iteratedDeriv 2 (fun r => r * f r) 0 = 2 * deriv f 0 := by
  have hf0 : Differentiable ℝ f := hf.differentiable (by norm_num)
  have hf1 : Differentiable ℝ (deriv f) := by
    have := hf.differentiable_iteratedDeriv 1 (by norm_num)
    rwa [iteratedDeriv_one] at this
  have e : deriv (fun r => r * f r) = fun r => f r + r * deriv f r := by
    funext r
    refine (((hasDerivAt_id' r).fun_mul (hf0 r).hasDerivAt).congr_deriv ?_).deriv
    ring
  rw [iteratedDeriv_succ, iteratedDeriv_one, e]
  refine (((hf0 0).hasDerivAt.fun_add
    ((hasDerivAt_id' (0 : ℝ)).fun_mul (hf1 0).hasDerivAt)).congr_deriv ?_).deriv
  ring

/-- For `f` four times continuously differentiable and zero beyond `R > 0`, and `q > 0`,
`q⁴` times the radial transform differs from `-8π f'(0)` by at most a constant over `q`. -/
theorem tail_error_bound {f : ℝ → ℝ} {R q : ℝ} (hR : 0 < R) (hf : ContDiff ℝ 4 f)
    (hv : ∀ r, R ≤ r → f r = 0) (hq : 0 < q) :
    |q ^ 4 * radialFourier f R q + 8 * π * deriv f 0| ≤
      4 * π / q * ∫ r in (0 : ℝ)..R, |iteratedDeriv 4 (fun r => r * f r) r| := by
  have hh : ContDiff ℝ 4 (fun r => r * f r) := contDiff_id.mul hf
  have hc : Continuous (iteratedDeriv 4 (fun r => r * f r)) :=
    hh.continuous_iteratedDeriv 4 (by norm_num)
  have key : q ^ 4 * ∫ r in (0 : ℝ)..R, r * f r * sin (q * r) =
      q ^ 3 * (0 * f 0) - q * (2 * deriv f 0)
        + ∫ r in (0 : ℝ)..R, iteratedDeriv 4 (fun r => r * f r) r * sin (q * r) := by
    rw [← second_deriv_origin hf]
    exact sine_integral_by_parts hh (fun r hr => by simp [hv r hr]) q
  have hqq : q * q⁻¹ = 1 := mul_inv_cancel₀ hq.ne'
  -- the exact remainder
  have hrem : q ^ 4 * radialFourier f R q + 8 * π * deriv f 0 = 4 * π / q *
      ∫ r in (0 : ℝ)..R, iteratedDeriv 4 (fun r => r * f r) r * sin (q * r) := by
    unfold radialFourier
    linear_combination (4 * π / q) * key - 8 * π * deriv f 0 * hqq
  have hpos : 0 < 4 * π / q := by positivity
  rw [hrem, abs_mul, abs_of_pos hpos]
  refine mul_le_mul_of_nonneg_left ?_ hpos.le
  refine (intervalIntegral.abs_integral_le_integral_abs hR.le).trans ?_
  refine intervalIntegral.integral_mono_on hR.le
    (Continuous.intervalIntegrable (by fun_prop) _ _)
    (Continuous.intervalIntegrable (by fun_prop) _ _) (fun r _ => ?_)
  rw [abs_mul]
  exact mul_le_of_le_one_right (abs_nonneg _) (Real.abs_sin_le_one _)

/-- For `f` four times continuously differentiable and zero beyond `R > 0`, `q⁴` times its
radial Fourier transform tends to `-8π f'(0)` as `q → ∞`. -/
theorem cusp_tail {f : ℝ → ℝ} {R : ℝ} (hR : 0 < R) (hf : ContDiff ℝ 4 f)
    (hv : ∀ r, R ≤ r → f r = 0) :
    Tendsto (fun q => q ^ 4 * radialFourier f R q) atTop (𝓝 (-(8 * π * deriv f 0))) := by
  have hC : Tendsto (fun q : ℝ => 4 * π / q *
      ∫ r in (0 : ℝ)..R, |iteratedDeriv 4 (fun r => r * f r) r|) atTop (𝓝 0) := by
    have h1 : Tendsto (fun q : ℝ => 4 * π / q) atTop (𝓝 0) :=
      tendsto_const_nhds.div_atTop tendsto_id
    simpa only [zero_mul] using
      h1.mul_const (∫ r in (0 : ℝ)..R, |iteratedDeriv 4 (fun r => r * f r) r|)
  have h0 : Tendsto (fun q => q ^ 4 * radialFourier f R q + 8 * π * deriv f 0)
      atTop (𝓝 0) := by
    refine squeeze_zero_norm' ?_ hC
    filter_upwards [eventually_gt_atTop (0 : ℝ)] with q hq
    rw [Real.norm_eq_abs]
    exact tail_error_bound hR hf hv hq
  have h1 := h0.add_const (-(8 * π * deriv f 0))
  rw [zero_add] at h1
  exact h1.congr (fun q => add_neg_cancel_right _ _)

/-- For `f` four times continuously differentiable and zero beyond `R > 0`, the transform decays
faster than `q⁻⁴` exactly when `f` has zero slope at the origin. -/
theorem faster_decay_iff_no_cusp {f : ℝ → ℝ} {R : ℝ} (hR : 0 < R) (hf : ContDiff ℝ 4 f)
    (hv : ∀ r, R ≤ r → f r = 0) :
    Tendsto (fun q => q ^ 4 * radialFourier f R q) atTop (𝓝 0) ↔ deriv f 0 = 0 := by
  have t := cusp_tail hR hf hv
  constructor
  · intro h
    have h1 := tendsto_nhds_unique h t
    have h2 : 8 * π * deriv f 0 = 0 := by linarith
    exact (mul_eq_zero.mp h2).resolve_left (by positivity)
  · intro h
    rw [h, mul_zero, neg_zero] at t
    exact t

/-- If the pair distribution function `g` is four times continuously differentiable and equals
one beyond `R > 0`, then `q⁴ (1 - S(q))` tends to `8π n g'(0)` as `q → ∞`. -/
theorem structureFactor_tail (n : ℝ) {g : ℝ → ℝ} {R : ℝ} (hR : 0 < R) (hg : ContDiff ℝ 4 g)
    (hv : ∀ r, R ≤ r → g r = 1) :
    Tendsto (fun q => q ^ 4 * (1 - structureFactor n g R q)) atTop
      (𝓝 (8 * π * n * deriv g 0)) := by
  have hd : deriv (fun r => g r - 1) 0 = deriv g 0 :=
    ((hg.differentiable (by norm_num) 0).hasDerivAt.sub_const 1).deriv
  have t := cusp_tail (f := fun r => g r - 1) hR (hg.sub contDiff_const)
    (fun r hr => by simp [hv r hr])
  rw [hd] at t
  have e : 8 * π * n * deriv g 0 = -n * -(8 * π * deriv g 0) := by ring
  rw [e]
  refine (t.const_mul (-n)).congr (fun q => ?_)
  unfold structureFactor
  ring

end

end CuspStructureFactorTail
```

```lean
#print axioms CuspStructureFactorTail.radialFourier_eq_angular
#print axioms CuspStructureFactorTail.faster_decay_iff_no_cusp
#print axioms CuspStructureFactorTail.structureFactor_tail
```

```
'CuspStructureFactorTail.radialFourier_eq_angular' depends on axioms: [propext, Classical.choice, Quot.sound]
'CuspStructureFactorTail.faster_decay_iff_no_cusp' depends on axioms: [propext, Classical.choice, Quot.sound]
'CuspStructureFactorTail.structureFactor_tail' depends on axioms: [propext, Classical.choice, Quot.sound]
```

## From vanishing derivatives to the limit

`radialFourier_eq_angular` carries out the angular integral, treating $r=0$ separately.

`iteratedDeriv_vanish` proceeds by induction on the order of the derivative. If the $k$-th derivative is zero on $[R,\infty)$, its derivative from the right is zero at each point there, and uniqueness of one-sided derivatives identifies this with the next ordinary derivative.

`sine_integral_by_parts` does the four integrations at once by differentiating

$$-q^3h\cos(qr)+q^2h'\sin(qr)+q\,h''\cos(qr)-h'''\sin(qr),$$

whose derivative is $q^4h\sin(qr)-h^{(4)}\sin(qr)$. The fundamental theorem of calculus then leaves only the boundary terms at the origin.

`second_deriv_origin` applies the product rule twice to get $h''(0)=2f'(0)$. In `tail_error_bound`, the step `hrem` is the exact remainder formula, and the bound on the sine finishes the estimate. `cusp_tail` squeezes the error to zero with `squeeze_zero_norm'`. The equivalence follows from uniqueness of limits, and `structureFactor_tail` applies `cusp_tail` to $g-1$ and multiplies by $-n$.
